# A quadratic band Hamiltonian vanishes at all real wave vectors exactly when its coefficient matrices are antisymmetric in the spatial indices

A zero-field band Hamiltonian purely quadratic in the wave vector has the form H(k) = ∑ᵢⱼ kᵢkⱼ Zᵢⱼ, where each Zᵢⱼ is a square complex matrix and i, j run over finitely many spatial directions. The theorem says that H(k) = 0 for every real k if and only if Zᵢⱼ = −Zⱼᵢ for all i and j. The matrices Zᵢⱼ are not assumed Hermitian. For the forward direction, the proof tests H on a wave vector along one axis, which gives Zᵢᵢ = 0, and then on the sum of two axis vectors, which relates Zᵢⱼ to Zⱼᵢ. For the converse, it exchanges the summation indices to show that H(k) equals its own negative.

The first attempt, which Lean rejects:

```lean
import Mathlib

open Matrix Complex
open scoped TensorProduct

namespace BlochHamEqZeroIff

noncomputable section

variable {ι m A : Type*} [Fintype ι] [Ring A] [Algebra ℂ A]

/-- The zero-field band Hamiltonian `∑ X_ij k_i k_j` at a real wave vector `k`. -/
def blochHam (X : ι → ι → Matrix m m ℂ) (k : ι → ℝ) : Matrix m m ℂ :=
  ∑ i, ∑ j, (k i * k j) • X i j

/-- A quadratic band Hamiltonian vanishes at every real wave vector exactly when its
coefficient matrices are antisymmetric in the spatial indices. -/
theorem blochHam_eq_zero_iff (Z : ι → ι → Matrix m m ℂ) :
    (∀ k, blochHam Z k = 0) ↔ ∀ i j, Z i j = -Z j i := by
  classical
  constructor
  · intro h i j
    have key : ∀ k : ι → ℝ, ∑ a, k a • ∑ b, k b • Z a b = 0 := by
      intro k
      rw [← h k]
      simp only [blochHam, Finset.smul_sum, mul_smul]
    -- wave vectors along one axis remove the diagonal coefficients
    have diag : ∀ a, Z a a = 0 := by
      intro a
      simpa [Pi.single_apply, ite_smul] using key (Pi.single a 1)
    -- a wave vector along the sum of two axes relates the mixed coefficients
    have e : Z i i + Z i j + (Z j i + Z j j) = 0 := by
      simpa [Pi.single_apply, ite_smul, add_smul, Finset.sum_add_distrib] using
        key (Pi.single i 1 + Pi.single j 1)
    rw [diag i, diag j, zero_add, add_zero] at e
    exact eq_neg_of_add_eq_zero_left e
  · intro hZ k
    -- exchanging the summation indices changes the sign
    have hS : blochHam Z k = -blochHam Z k := by
      calc blochHam Z k = ∑ i, ∑ j, (k j * k i) • Z j i := Finset.sum_comm
        _ = -blochHam Z k := by
          simp only [blochHam, ← Finset.sum_neg_distrib]
          refine Finset.sum_congr rfl fun i _ => Finset.sum_congr rfl fun j _ => ?_
          rw [hZ j i, smul_neg, mul_comm (k j) (k i)]
    have hadd : blochHam Z k + blochHam Z k = 0 := eq_neg_iff_add_eq_zero.mp hS
    calc blochHam Z k = (1 / 2 : ℝ) • (blochHam Z k + blochHam Z k) := by module
      _ = 0 := by rw [hadd, smul_zero]

end

end BlochHamEqZeroIff
```

Messages:

```
Main.lean:33:6: error: Type mismatch: After simplification, term
  key (Pi.single i 1 + Pi.single j 1)
 has type
  ∑ a, (Pi.single i 1 + Pi.single j 1) a • ∑ b, (Pi.single i 1 + Pi.single j 1) b • Z a b = 0
but is expected to have type
  Z i i + Z i j + (Z j i + Z j j) = 0
```

The error is in the two-axis step, where `simpa` leaves the coefficient `(Pi.single i 1 + Pi.single j 1) a` unevaluated. The simp lemma `Pi.add_apply` would normally split it into two values, but here the addition itself is not yet resolved. `Pi.single` allows a different type at each index, and Lean elaborates the two operands of `+` without first passing them the expected type `ι → ℝ`. Their value types therefore stay unknown, and so does the instance that says which addition is meant. `simpa … using` lets such problems be postponed and simplifies before they are settled, so `Pi.add_apply` does not match. Without that step, `Pi.single_apply` and `add_smul` have nothing to act on and both sums remain. The one-axis step avoids this because its `Pi.single a 1` is passed directly to `key`, which fixes its type.

The repair writes the wave vector as an explicit function with real values, so its value at `a` is already a sum of two `if` expressions and no addition of functions is involved. The new lemma `pick` shows that a sum weighted by these coefficients equals `f i + f j`. Rewriting with `pick` in both the inner and outer sums turns `h2` into the statement of `e`, and `exact h2` closes the goal.

As a diff, the version that Lean accepts:

```diff
@@ -30,7 +30,14 @@
       simpa [Pi.single_apply, ite_smul] using key (Pi.single a 1)
     -- a wave vector along the sum of two axes relates the mixed coefficients
+    have pick : ∀ f : ι → Matrix m m ℂ,
+        ∑ a, ((if a = i then (1 : ℝ) else 0) + (if a = j then (1 : ℝ) else 0)) • f a
+          = f i + f j := by
+      intro f
+      simp only [add_smul, Finset.sum_add_distrib, ite_smul, one_smul, zero_smul,
+        Finset.sum_ite_eq', Finset.mem_univ, if_true]
     have e : Z i i + Z i j + (Z j i + Z j j) = 0 := by
-      simpa [Pi.single_apply, ite_smul, add_smul, Finset.sum_add_distrib] using
-        key (Pi.single i 1 + Pi.single j 1)
+      have h2 := key fun a => (if a = i then (1 : ℝ) else 0) + (if a = j then (1 : ℝ) else 0)
+      simp only [pick] at h2
+      exact h2
     rw [diag i, diag j, zero_add, add_zero] at e
     exact eq_neg_of_add_eq_zero_left e
```
